# The largest spin moment minimises the Stoner plus around-mean-field energy when $U-J<dI$

Let a shell of $d\ge 1$ orbitals hold $N$ electrons, $a$ with spin up and $b$ with spin down, and let $M=a-b$ be its spin moment. Exchange favours a large $|M|$, as in Hund's first rule, whereas the around-mean-field (AMF) Hubbard correction can favour a small one. The problem is which $M$ wins at fixed $N$.

Each orbital has occupation $n_{m\sigma}\in\{0,1\}$, and $\bar n_\sigma$ is the mean over the orbitals of spin channel $\sigma$. The energy is

$$E=-\frac I4M^2-\frac{U-J}{2}\sum_{\sigma}\sum_m(n_{m\sigma}-\bar n_\sigma)^2 .$$

The first term, with Stoner parameter $I$, models how the exchange-correlation energy of a spin-polarised density functional depends on the moment. $U$ and $J$ are the Coulomb and exchange parameters of the correction, taken here to be the same for all orbitals; with a full orbital-dependent Coulomb matrix the energy can also depend on which orbitals are occupied. The orbitals are taken to be degenerate, so their one-electron energies add only a constant at fixed $N$ and are left out. A ground state here is a minimiser of $E$ among configurations with the same $N$.

- If $U-J<dI$, the ground states are exactly the configurations with $|M|=\min(N,2d-N)$.
- If $U-J>dI$, they are exactly those with $|M|\le1$.
- If $U-J=dI$, every configuration is a ground state.

## The energy depends on the moment through $M^2$

In the spin-up channel $n_m^2=n_m$ and $\bar n=a/d$, so

$$\sum_m(n_m-\bar n)^2=a-\frac{2a^2}{d}+\frac{a^2}{d}=a-\frac{a^2}{d},$$

and likewise for $b$. Since $a^2+b^2=(N^2+M^2)/2$,

$$E=-\frac{U-J}{2}\left(N-\frac{N^2}{2d}\right)-\frac{dI-(U-J)}{4d}M^2 .$$

For two configurations with equal $N$ this gives

$$4d\,(E'-E)=\bigl(dI-(U-J)\bigr)(M^2-M'^2).$$

The sign of $dI-(U-J)$ therefore decides whether the largest or the smallest $|M|$ wins; if it vanishes, all energies are equal.

For the largest, $|M|\le N$, and $|M|=2\max(a,b)-N\le 2d-N$ by the Pauli principle. Filling one channel first, $a=\min(N,d)$, attains the smaller bound. For the smallest, $M$ has the parity of $N$, so $|M|$ is at least 0 for even $N$ and 1 for odd $N$. An even split attains this.

## Orbitals, configurations and energy in Lean

The orbitals form a finite type `ι`, and $d$ is `Fintype.card ι`.

```lean
import Mathlib

open Finset

namespace AroundMeanFieldHund

noncomputable section

variable {ι : Type*} [Fintype ι] [DecidableEq ι]
```

A spin channel is given by its set of occupied orbitals, which builds in the Pauli principle.

```lean
/-- Occupation number (0 or 1) of orbital `m` in a spin channel whose occupied orbitals
form the set `A`. -/
def occupation (A : Finset ι) (m : ι) : ℝ := if m ∈ A then 1 else 0

/-- Mean orbital occupation of a spin channel, for a shell with at least one orbital. -/
def meanOccupation (A : Finset ι) : ℝ := (∑ m, occupation A m) / (Fintype.card ι : ℝ)
```

The next definition is the sum of squared deviations in one channel, not divided by $d$.

```lean
/-- Sum over the orbitals of the squared deviation of the occupation from its mean,
for a shell with at least one orbital. -/
def fluctuation (A : Finset ι) : ℝ := ∑ m, (occupation A m - meanOccupation A) ^ 2
```

The moment is an integer that counts electrons, so it is twice the spin projection in units of $\hbar$.

```lean
/-- Spin moment: number of spin-up electrons minus number of spin-down electrons. -/
def spinMoment (A B : Finset ι) : ℤ := (A.card : ℤ) - (B.card : ℤ)
```

The parameters `I`, `U` and `J` are arbitrary real numbers.

```lean
/-- Stoner exchange energy plus the around-mean-field Hubbard correction, for spin-up orbitals
`A` and spin-down orbitals `B` of a shell with at least one orbital. -/
def energy (I U J : ℝ) (A B : Finset ι) : ℝ :=
  -(I / 4) * (spinMoment A B : ℝ) ^ 2 - (U - J) / 2 * (fluctuation A + fluctuation B)
```

Competitors in the minimisation may occupy any orbitals, provided that the total electron number agrees.

```lean
/-- The configuration `(A, B)` has the lowest energy among all configurations of the shell
with the same number of electrons. -/
def IsGroundState (I U J : ℝ) (A B : Finset ι) : Prop :=
  ∀ A' B' : Finset ι, A'.card + B'.card = A.card + B.card →
    energy I U J A B ≤ energy I U J A' B'
```

These definitions describe integer occupations of fixed orbitals. The step to a real DFT+U calculation, where hybridisation makes the occupations fractional, is left to physical judgement.

## From occupations to energy differences

From here on the shell has at least one orbital. In the first proof, `h2` uses the idempotence of the occupations to make the square linear, and `h1` sums them to $a$.

```lean
variable [Nonempty ι]

/-- In a shell of `d ≥ 1` orbitals, a spin channel with `a` electrons has the occupation
fluctuation `a - a² / d`. -/
theorem fluctuation_eq (A : Finset ι) :
    fluctuation A = (A.card : ℝ) - (A.card : ℝ) ^ 2 / (Fintype.card ι : ℝ) := by
  have hd : (Fintype.card ι : ℝ) ≠ 0 := by exact_mod_cast Fintype.card_ne_zero
  have h1 : ∑ m, occupation A m = (A.card : ℝ) := by simp [occupation]
  -- occupations are idempotent, so the square is linear in them
  have h2 : ∀ (x : ℝ) (m : ι),
      (occupation A m - x) ^ 2 = (1 - 2 * x) * occupation A m + x ^ 2 := by
    intro x m
    unfold occupation
    split_ifs <;> ring
  have h3 : (Fintype.card ι : ℝ) * ((A.card : ℝ) / (Fintype.card ι : ℝ)) ^ 2
      = (A.card : ℝ) ^ 2 / (Fintype.card ι : ℝ) := by field_simp
  unfold fluctuation meanOccupation
  rw [h1, Finset.sum_congr rfl (fun m _ => h2 _ m), Finset.sum_add_distrib,
    ← Finset.mul_sum, h1, Finset.sum_const, Finset.card_univ, nsmul_eq_mul, h3]
  ring
```

Substituting this for both channels leaves an algebraic identity, which `field_simp` and `ring` settle.

```lean
/-- In a shell of `d ≥ 1` orbitals, the energy is a function of the electron number minus
`(d I - (U - J)) / (4 d)` times the squared spin moment. -/
theorem energy_eq (I U J : ℝ) (A B : Finset ι) :
    energy I U J A B =
      -((U - J) / 2) * (((A.card : ℝ) + B.card)
        - ((A.card : ℝ) + B.card) ^ 2 / (2 * (Fintype.card ι : ℝ)))
      - ((Fintype.card ι : ℝ) * I - (U - J)) / (4 * (Fintype.card ι : ℝ))
        * (spinMoment A B : ℝ) ^ 2 := by
  have hd : (Fintype.card ι : ℝ) ≠ 0 := by exact_mod_cast Fintype.card_ne_zero
  unfold energy spinMoment
  rw [fluctuation_eq, fluctuation_eq]
  push_cast
  field_simp
  ring
```

At equal $N$ the first part of the energy cancels.

```lean
/-- For two configurations with equal electron number in a shell of `d ≥ 1` orbitals, the energy
difference is proportional to the difference of the squared spin moments, with a factor set by
`d I - (U - J)`. -/
theorem energy_difference (I U J : ℝ) {A B A' B' : Finset ι}
    (h : A'.card + B'.card = A.card + B.card) :
    4 * (Fintype.card ι : ℝ) * (energy I U J A' B' - energy I U J A B) =
      ((Fintype.card ι : ℝ) * I - (U - J))
        * ((spinMoment A B : ℝ) ^ 2 - (spinMoment A' B' : ℝ) ^ 2) := by
  have hd : (Fintype.card ι : ℝ) ≠ 0 := by exact_mod_cast Fintype.card_ne_zero
  have hN : (A'.card : ℝ) + B'.card = (A.card : ℝ) + B.card := by exact_mod_cast h
  have e : 4 * (Fintype.card ι : ℝ) * (((Fintype.card ι : ℝ) * I - (U - J))
      / (4 * (Fintype.card ι : ℝ))) = (Fintype.card ι : ℝ) * I - (U - J) := by
    field_simp
  rw [energy_eq, energy_eq, hN]
  linear_combination ((spinMoment A B : ℝ) ^ 2 - (spinMoment A' B' : ℝ) ^ 2) * e
```

The comparison configurations need sets of prescribed sizes, which exist whenever the sizes are at most $d$.

```lean
omit [DecidableEq ι] [Nonempty ι] in
/-- Any electron numbers `a` and `b` not exceeding the number of orbitals are realised by
some configuration. -/
theorem exists_configuration {a b : ℕ} (ha : a ≤ Fintype.card ι) (hb : b ≤ Fintype.card ι) :
    ∃ A B : Finset ι, A.card = a ∧ B.card = b := by
  obtain ⟨A, -, hA⟩ := Finset.exists_subset_card_eq (s := (univ : Finset ι)) (n := a) ha
  obtain ⟨B, -, hB⟩ := Finset.exists_subset_card_eq (s := (univ : Finset ι)) (n := b) hb
  exact ⟨A, B, hA, hB⟩
```

## High spin, low spin and the threshold

In the forward direction, a ground state is compared with the configuration that fills one channel first. If the latter had a larger $M^2$, the difference formula would give it a lower energy. In the converse, `omega` derives the bound on every competitor's moment from $a',b'\le d$.

```lean
/-- Hund regime: if `U - J < d I`, the ground states with `N` electrons in `d ≥ 1` orbitals
are exactly the configurations with `|M| = min (N, 2d - N)`. -/
theorem groundState_iff_hund {I U J : ℝ} (h : U - J < (Fintype.card ι : ℝ) * I)
    (A B : Finset ι) :
    IsGroundState I U J A B ↔ |spinMoment A B| =
      min ((A.card : ℤ) + B.card) (2 * (Fintype.card ι : ℤ) - (A.card + B.card)) := by
  have hd : (0 : ℝ) < Fintype.card ι := by exact_mod_cast Fintype.card_pos
  have hA := Finset.card_le_univ A
  have hB := Finset.card_le_univ B
  constructor
  · intro H
    -- compare with the configuration that fills one spin channel first
    obtain ⟨A', B', ha, hb⟩ := exists_configuration (ι := ι)
      (a := min (A.card + B.card) (Fintype.card ι))
      (b := A.card + B.card - min (A.card + B.card) (Fintype.card ι)) (by omega) (by omega)
    have hN : A'.card + B'.card = A.card + B.card := by omega
    have hle : |spinMoment A' B'| ≤ |spinMoment A B| := by
      rw [← sq_le_sq]
      by_contra hc
      have hc' : (spinMoment A B : ℝ) ^ 2 < (spinMoment A' B' : ℝ) ^ 2 := by
        exact_mod_cast not_le.1 hc
      have h1 := mul_pos (sub_pos.2 h) (sub_pos.2 hc')
      have h2 := mul_nonneg hd.le (sub_nonneg.2 (H A' B' hN))
      linarith [energy_difference I U J hN]
    unfold spinMoment at hle ⊢
    rcases abs_cases ((A.card : ℤ) - B.card) with h1 | h1 <;>
      rcases abs_cases ((A'.card : ℤ) - B'.card) with h2 | h2 <;> omega
  · intro H A' B' hN
    have hA' := Finset.card_le_univ A'
    have hB' := Finset.card_le_univ B'
    -- the Pauli principle bounds the moment of every competitor
    have hle : |spinMoment A' B'| ≤ |spinMoment A B| := by
      unfold spinMoment at H ⊢
      rcases abs_cases ((A'.card : ℤ) - B'.card) with h2 | h2 <;> omega
    have hsq : (spinMoment A' B' : ℝ) ^ 2 ≤ (spinMoment A B : ℝ) ^ 2 := by
      exact_mod_cast sq_le_sq.2 hle
    by_contra hc
    have h1 := mul_nonneg (sub_pos.2 h).le (sub_nonneg.2 hsq)
    have h2 := mul_pos hd (sub_pos.2 (not_le.1 hc))
    linarith [energy_difference I U J hN]
```

The low-spin proof reverses the inequalities and compares with the even split. Its converse uses parity: a moment with $|M|\le1$ is the smallest possible at its $N$.

```lean
/-- Low-spin regime: if `d I < U - J`, the ground states at fixed electron number in `d ≥ 1`
orbitals are exactly the configurations with `|M| ≤ 1`. -/
theorem groundState_iff_lowSpin {I U J : ℝ} (h : (Fintype.card ι : ℝ) * I < U - J)
    (A B : Finset ι) :
    IsGroundState I U J A B ↔ |spinMoment A B| ≤ 1 := by
  have hd : (0 : ℝ) < Fintype.card ι := by exact_mod_cast Fintype.card_pos
  have hA := Finset.card_le_univ A
  have hB := Finset.card_le_univ B
  constructor
  · intro H
    -- compare with the configuration that splits the electrons evenly
    obtain ⟨A', B', ha, hb⟩ := exists_configuration (ι := ι)
      (a := (A.card + B.card) / 2)
      (b := A.card + B.card - (A.card + B.card) / 2) (by omega) (by omega)
    have hN : A'.card + B'.card = A.card + B.card := by omega
    have hle : |spinMoment A B| ≤ |spinMoment A' B'| := by
      rw [← sq_le_sq]
      by_contra hc
      have hc' : (spinMoment A' B' : ℝ) ^ 2 < (spinMoment A B : ℝ) ^ 2 := by
        exact_mod_cast not_le.1 hc
      have h1 := mul_pos (sub_pos.2 h) (sub_pos.2 hc')
      have h2 := mul_nonneg hd.le (sub_nonneg.2 (H A' B' hN))
      linarith [energy_difference I U J hN]
    unfold spinMoment at hle ⊢
    rcases abs_cases ((A'.card : ℤ) - B'.card) with h2 | h2 <;> omega
  · intro H A' B' hN
    -- moments at equal electron number have equal parity
    have hle : |spinMoment A B| ≤ |spinMoment A' B'| := by
      unfold spinMoment at H ⊢
      rcases abs_cases ((A.card : ℤ) - B.card) with h1 | h1 <;>
        rcases abs_cases ((A'.card : ℤ) - B'.card) with h2 | h2 <;> omega
    have hsq : (spinMoment A B : ℝ) ^ 2 ≤ (spinMoment A' B' : ℝ) ^ 2 := by
      exact_mod_cast sq_le_sq.2 hle
    by_contra hc
    have h1 := mul_nonneg (sub_pos.2 h).le (sub_nonneg.2 hsq)
    have h2 := mul_pos hd (sub_pos.2 (not_le.1 hc))
    linarith [energy_difference I U J hN]
```

At balance the right-hand side of the difference formula is zero.

```lean
/-- In a shell of `d ≥ 1` orbitals at the balance point `d I = U - J`, every configuration is a
ground state for its electron number. -/
theorem groundState_of_balance {I U J : ℝ} (h : (Fintype.card ι : ℝ) * I = U - J)
    (A B : Finset ι) : IsGroundState I U J A B := by
  intro A' B' hN
  have hd : (0 : ℝ) < Fintype.card ι := by exact_mod_cast Fintype.card_pos
  have e := energy_difference I U J hN
  rw [h, sub_self, zero_mul] at e
  by_contra hc
  have h2 := mul_pos hd (sub_pos.2 (not_le.1 hc))
  linarith
```

The last theorem takes a configuration with the largest moment for its $N$ and assumes $|M|\ge2$. If the largest moment is 0 or 1, high and low spin coincide and there is no competition. Otherwise the configuration is a ground state exactly when $U-J\le dI$: above the threshold the low-spin theorem contradicts $|M|\ge2$, and the other two regimes give the converse. For DFT+U with AMF double counting, this shows within a single shell of integer occupations how a large $U-J$ can suppress a high-spin state.

```lean
/-- A configuration with the largest moment allowed for its electron number, and with
`|M| ≥ 2`, is a ground state exactly when `U - J ≤ d I`, where `d ≥ 1` is the number of
orbitals. -/
theorem hund_survives_iff (I U J : ℝ) {A B : Finset ι}
    (hmax : |spinMoment A B| =
      min ((A.card : ℤ) + B.card) (2 * (Fintype.card ι : ℤ) - (A.card + B.card)))
    (htwo : 2 ≤ |spinMoment A B|) :
    IsGroundState I U J A B ↔ U - J ≤ (Fintype.card ι : ℝ) * I := by
  constructor
  · intro H
    by_contra hc
    have h1 := (groundState_iff_lowSpin (not_le.1 hc) A B).1 H
    linarith
  · intro h
    rcases lt_or_eq_of_le h with h | h
    · exact (groundState_iff_hund h A B).2 hmax
    · exact groundState_of_balance h.symm A B

end

end AroundMeanFieldHund
```

```lean
#print axioms AroundMeanFieldHund.energy_difference
-- 'AroundMeanFieldHund.energy_difference' depends on axioms: [propext, Classical.choice, Quot.sound]
#print axioms AroundMeanFieldHund.hund_survives_iff
-- 'AroundMeanFieldHund.hund_survives_iff' depends on axioms: [propext, Classical.choice, Quot.sound]
```
